# First-order coupling between generalised eigenstates of different energy when the overlap matrix moves

Q: In a linear-response phonon calculation with ultrasoft or PAW potentials, I displace an atom and need the first-order change of each occupied orbital. The overlap operator $S$ depends on the atomic positions, so it changes along with $H$. My eigenstates are orthonormal with respect to $S$. For the coefficient of another eigenstate, of different energy, in this change, I take the derivative of $H$ minus the orbital energy times the derivative of $S$, form its matrix element between that eigenstate and the orbital, and divide by the energy difference. Where does that come from?

A: Let $t$ be the displacement and let $x(t)$, with real energy $e(t)$, solve $Hx = eSx$ near $t_0$. Primes are derivatives at $t_0$, and everything below is taken there. The product rule gives

$$H'x + Hx' = e'Sx + eS'x + eSx',$$

which rearranges to the Sternheimer equation

$$(H - eS)x' = e'Sx - (H' - eS')x.$$

Now let $y$ solve $Hy = fSy$ with $f$ real. Here $f$ is an energy, not an occupation number. Since $H$ and $S$ are Hermitian,

$$\langle y, Hx'\rangle = \langle Hy, x'\rangle = f\langle Sy, x'\rangle = f\langle y, Sx'\rangle.$$

Projecting the Sternheimer equation on $y$ and changing the sign gives

$$(e - f)\langle y, Sx'\rangle = \langle y,(H' - eS')x\rangle - e'\langle y, Sx\rangle.$$

The same argument with $x$ in place of $x'$ gives $e\langle y,Sx\rangle = \langle y,Hx\rangle = f\langle y,Sx\rangle$. If $f \neq e$, then $\langle y,Sx\rangle = 0$, the term with $e'$ disappears, and

$$\langle y, Sx'\rangle = \frac{\langle y,(H' - eS')x\rangle}{e - f}.$$

Q: And what are these objects in Lean?

A: Orbitals are columns of complex coefficients, indexed by a finite set `ι` of basis functions, and operators are square matrices. I take the basis functions to stay fixed when the atom moves, as plane waves do. If they move with the atom, $x'$ is the change of the coefficients only, and the change of the orbital has a further term from the basis functions.

```lean
import Mathlib

open Matrix Filter Topology

namespace GeneralizedLinearResponse

variable {ι : Type*} [Fintype ι]
```

The name `braket` stands for a full matrix element with an operator in the middle. It is conjugate-linear in its first argument.

```lean
/-- The matrix element `⟨y, A v⟩` of an operator `A` in a finite basis. -/
def braket (y : ι → ℂ) (A : Matrix ι ι ℂ) (v : ι → ℂ) : ℂ := star y ⬝ᵥ (A *ᵥ v)
```

The next structure holds what we know about the orbital we follow.

```lean
/-- A state `x(t)` with real energy `e(t)` that solves `H x = e S x` near `t₀`, where
`H`, `S`, `x`, `e` have the derivatives `H'`, `S'`, `x'`, `e'` at `t₀`. -/
structure EigenBranch (H S : ℝ → Matrix ι ι ℂ) (H' S' : Matrix ι ι ℂ)
    (x : ℝ → ι → ℂ) (x' : ι → ℂ) (e : ℝ → ℝ) (e' t₀ : ℝ) : Prop where
  dH : ∀ i j, HasDerivAt (fun t => H t i j) (H' i j) t₀
  dS : ∀ i j, HasDerivAt (fun t => S t i j) (S' i j) t₀
  dx : ∀ i, HasDerivAt (fun t => x t i) (x' i) t₀
  de : HasDerivAt e e' t₀
  eig : ∀ᶠ t in 𝓝 t₀, H t *ᵥ x t = (e t : ℂ) • (S t *ᵥ x t)
```

The fields `dH`, `dS`, `dx` and `de` say that the matrix entries, the coefficients and the energy are differentiable at $t_0$. The field `eig` says that the eigenvalue equation holds for all $t$ close enough to $t_0$.

Q: So you assume that a differentiable orbital exists. Isn't that half the physics?

A: It is an assumption, and it stands for following one state smoothly as the atom moves. `H'` is also the derivative of the whole matrix $H(t)$. In a self-consistent calculation it therefore contains the response of the density, which depends on the $x'$ you are looking for. The theorems do not solve that self-consistency problem for you, and they say nothing about convergence with the basis or with the sampling of the Brillouin zone.

Q: Show me the product rule, then. You applied it to matrices without comment.

A: Component $i$ of $Ax$ is the finite sum $\sum_j A_{ij}x_j$. The lemma differentiates each product and adds up.

```lean
/-- Product rule for a differentiable matrix acting on a differentiable vector. -/
theorem hasDerivAt_mulVec {A : ℝ → Matrix ι ι ℂ} {A' : Matrix ι ι ℂ}
    {x : ℝ → ι → ℂ} {x' : ι → ℂ} {t₀ : ℝ}
    (hA : ∀ i j, HasDerivAt (fun t => A t i j) (A' i j) t₀)
    (hx : ∀ i, HasDerivAt (fun t => x t i) (x' i) t₀) (i : ι) :
    HasDerivAt (fun t => (A t *ᵥ x t) i) ((A' *ᵥ x t₀) i + (A t₀ *ᵥ x') i) t₀ := by
  have h := HasDerivAt.fun_sum (u := Finset.univ)
    (fun j _ => (hA i j).fun_mul (hx j))
  simpa only [Matrix.mulVec, dotProduct, Finset.sum_add_distrib] using h
```

The Sternheimer equation follows component by component. `hL` and `hR` are the derivatives of the two sides of the eigenvalue equation. The sides agree near $t_0$, so uniqueness of the derivative makes `hL` and `hR` equal, and `linear_combination` rearranges the terms.

```lean
variable {H S : ℝ → Matrix ι ι ℂ} {H' S' : Matrix ι ι ℂ}
  {x : ℝ → ι → ℂ} {x' : ι → ℂ} {e : ℝ → ℝ} {e' t₀ : ℝ}

/-- Sternheimer equation with a moving overlap:
`(H - e S) x' = e' S x - (H' - e S') x` at `t₀`. -/
theorem sternheimer (b : EigenBranch H S H' S' x x' e e' t₀) :
    (H t₀ - (e t₀ : ℂ) • S t₀) *ᵥ x' =
      (e' : ℂ) • (S t₀ *ᵥ x t₀) - (H' - (e t₀ : ℂ) • S') *ᵥ x t₀ := by
  funext i
  have hL := hasDerivAt_mulVec b.dH b.dx i
  have hR := b.de.ofReal_comp.fun_mul (hasDerivAt_mulVec b.dS b.dx i)
  have hEq : (fun t => (H t *ᵥ x t) i) =ᶠ[𝓝 t₀]
      fun t => (e t : ℂ) * (S t *ᵥ x t) i :=
    b.eig.mono fun t ht => by
      have h := congrFun ht i
      simpa only [Pi.smul_apply, smul_eq_mul] using h
  -- both sides of the eigenvalue equation have the same derivative
  have key := hL.unique (hR.congr_of_eventuallyEq hEq)
  simp only [Matrix.sub_mulVec, Matrix.smul_mulVec, Pi.sub_apply, Pi.smul_apply,
    smul_eq_mul]
  linear_combination key
```

Q: Where does Hermiticity come in?

A: Where $H$ acts to the left on $y$. The lemma takes the conjugate transpose of $Ay = fBy$, and a real $f$ survives the conjugation.

```lean
/-- For Hermitian `A` and `B`, a solution of `A y = f B y` with real `f` satisfies
`⟨y, A v⟩ = f ⟨y, B v⟩` for every vector `v`. -/
theorem braket_left_eigen {A B : Matrix ι ι ℂ} (hA : A.IsHermitian) (hB : B.IsHermitian)
    {y : ι → ℂ} {f : ℝ} (hy : A *ᵥ y = (f : ℂ) • (B *ᵥ y)) (v : ι → ℂ) :
    braket y A v = f * braket y B v := by
  have h1 : star y ᵥ* A = (f : ℂ) • (star y ᵥ* B) := by
    have h := congrArg star hy
    rw [Matrix.star_mulVec, star_smul, Matrix.star_mulVec, hA.eq, hB.eq] at h
    simpa only [Complex.star_def, Complex.conj_ofReal] using h
  unfold braket
  rw [Matrix.dotProduct_mulVec, h1, smul_dotProduct, smul_eq_mul, Matrix.dotProduct_mulVec]
```

Applied to $x'$, this turns the Sternheimer equation into its projection on $y$. Energies $e$ and $f$ may still coincide here.

```lean
/-- The Sternheimer equation projected on a solution `y` of `H y = f S y` at `t₀`, for
`H` and `S` Hermitian at `t₀` and `f` real, equal to `e` or not. -/
theorem projected_response (b : EigenBranch H S H' S' x x' e e' t₀)
    (hH : (H t₀).IsHermitian) (hS : (S t₀).IsHermitian) {y : ι → ℂ} {f : ℝ}
    (hy : H t₀ *ᵥ y = (f : ℂ) • (S t₀ *ᵥ y)) :
    ((e t₀ : ℂ) - f) * braket y (S t₀) x' =
      braket y (H' - (e t₀ : ℂ) • S') (x t₀) - e' * braket y (S t₀) (x t₀) := by
  have h := congrArg (fun v => star y ⬝ᵥ v) (sternheimer b)
  have hl := braket_left_eigen hH hS hy x'
  simp only [braket, Matrix.sub_mulVec, Matrix.smul_mulVec, dotProduct_sub,
    dotProduct_smul, smul_eq_mul] at h hl ⊢
  linear_combination hl - h
```

Q: And the formula I use?

A: It is `response_coupling`. In words: given the branch, $H$ and $S$ Hermitian at $t_0$, and a solution $y$ there with real energy $f \neq e$, the coupling is the quotient above. Hermiticity is asked for at $t_0$ only, $y$ need not be followed in $t$, neither vector need be normalised, and $S$ need not be positive definite. Inside the proof, `horth` is the orthogonality $\langle y,Sx\rangle = 0$, which removes $e'$ before the division.

```lean
/-- Linear response with a moving overlap: for `H`, `S` Hermitian at `t₀` and a state `y`
with `H y = f S y` at `t₀`, `f` real and different from `e`,
`⟨y, S x'⟩ = ⟨y, (H' - e S') x⟩ / (e - f)`. -/
theorem response_coupling (b : EigenBranch H S H' S' x x' e e' t₀)
    (hH : (H t₀).IsHermitian) (hS : (S t₀).IsHermitian) {y : ι → ℂ} {f : ℝ}
    (hy : H t₀ *ᵥ y = (f : ℂ) • (S t₀ *ᵥ y)) (hf : f ≠ e t₀) :
    braket y (S t₀) x' =
      braket y (H' - (e t₀ : ℂ) • S') (x t₀) / ((e t₀ : ℂ) - f) := by
  have hne : (e t₀ : ℂ) - f ≠ 0 :=
    sub_ne_zero.mpr fun h => hf (Complex.ofReal_injective h).symm
  -- states of different energy are orthogonal in the overlap metric
  have horth : braket y (S t₀) (x t₀) = 0 := by
    have h1 := braket_left_eigen hH hS hy (x t₀)
    have h2 : braket y (H t₀) (x t₀) = e t₀ * braket y (S t₀) (x t₀) := by
      simp only [braket, b.eig.self_of_nhds, dotProduct_smul, smul_eq_mul]
    have h3 : ((e t₀ : ℂ) - f) * braket y (S t₀) (x t₀) = 0 := by
      linear_combination h1 - h2
    exact (mul_eq_zero.mp h3).resolve_left hne
  have h := projected_response b hH hS hy
  rw [horth] at h
  rw [eq_div_iff hne]
  linear_combination h
```

Q: What goes wrong for a degenerate partner, if I have already made it orthogonal to $x$?

A: The coupling is then no longer fixed by the data on the right-hand side. Take $H = S = 1$ in two dimensions, $e = f = 1$, $t_0 = 0$ and $y = (0,1)$. Both $x(t) = (1,0)$ and $x(t) = (\cos t, \sin t)$ are normalised solutions for all $t$. They have the same $H'$, $S'$, $e$ and $x(0)$, and $y$ is orthogonal to $x(0)$. Yet $\langle y,Sx'\rangle$ is $0$ for the first and $1$ for the second.

Q: Can I put $y = x$ in the projected equation?

A: Yes. The left side vanishes, and with $\langle x,Sx\rangle = 1$ what remains is $e' = \langle x,(H' - eS')x\rangle$. This is the Hellmann–Feynman formula with the overlap term, for one eigenvalue and not for the total energy.

```lean
/-- Hellmann-Feynman theorem with a moving overlap: for `H`, `S` Hermitian at `t₀` and
`⟨x, S x⟩ = 1` at `t₀`, the energy has the derivative `⟨x, (H' - e S') x⟩`. -/
theorem energy_derivative (b : EigenBranch H S H' S' x x' e e' t₀)
    (hH : (H t₀).IsHermitian) (hS : (S t₀).IsHermitian)
    (hN : braket (x t₀) (S t₀) (x t₀) = 1) :
    (e' : ℂ) = braket (x t₀) (H' - (e t₀ : ℂ) • S') (x t₀) := by
  have h := projected_response b hH hS b.eig.self_of_nhds
  rw [hN] at h
  linear_combination h
```

Q: Then the component of $x'$ along $x$ itself is still open.

A: Normalisation fixes its real part. Differentiating $\langle x,Sx\rangle = 1$ gives

$$\langle x',Sx\rangle + \langle x,S'x\rangle + \langle x,Sx'\rangle = 0.$$

Because $S$ is Hermitian, the first term is the complex conjugate of the last, so $2\,\mathrm{Re}\,\langle x,Sx'\rangle = -\langle x,S'x\rangle$. The imaginary part reflects the free phase of $x(t)$. In the proof, `hc` is the conjugation step and `h0` says that the derivative of a constant norm is zero.

```lean
/-- If `⟨x, S x⟩ = 1` near `t₀` and `S` is Hermitian at `t₀`, then `⟨x, S x'⟩` plus its
complex conjugate equals `-⟨x, S' x⟩`. -/
theorem parallel_response (b : EigenBranch H S H' S' x x' e e' t₀)
    (hS : (S t₀).IsHermitian)
    (hN : ∀ᶠ t in 𝓝 t₀, braket (x t) (S t) (x t) = 1) :
    braket (x t₀) (S t₀) x' + star (braket (x t₀) (S t₀) x') =
      -braket (x t₀) S' (x t₀) := by
  have hc : braket x' (S t₀) (x t₀) = star (braket (x t₀) (S t₀) x') := by
    unfold braket
    rw [Matrix.dotProduct_mulVec (star x') (S t₀) (x t₀), ← Matrix.star_dotProduct,
      Matrix.star_mulVec, hS.eq]
  have h := HasDerivAt.fun_sum (u := Finset.univ)
    (fun i _ => (b.dx i).star.fun_mul (hasDerivAt_mulVec b.dS b.dx i))
  -- the norm is constant, so its derivative vanishes
  have h0 := h.unique ((hasDerivAt_const t₀ (1 : ℂ)).congr_of_eventuallyEq hN)
  simp only [mul_add, Finset.sum_add_distrib] at h0
  have h1 : braket x' (S t₀) (x t₀) +
      (braket (x t₀) S' (x t₀) + braket (x t₀) (S t₀) x') = 0 := h0
  linear_combination h1 - hc
```

Q: Can I assemble the whole of $x'$ from these components?

A: If you have a complete set of states, yes. Let the $y_k$ be $S$-orthonormal, as many as there are basis functions, and make them the columns of a square matrix $Y$. Orthonormality reads $Y^\dagger S Y = 1$. A left inverse of a square matrix is also a right inverse, so $YY^\dagger S = 1$, which means $v = \sum_k \langle y_k,Sv\rangle\, y_k$ for every $v$. In the lemma the overlap matrix is called `B`.

```lean
/-- Completeness: as many `S`-orthonormal vectors as the basis has functions expand every
vector `v`, with coefficients `⟨y k, S v⟩`. -/
theorem overlap_completeness [DecidableEq ι] (B : Matrix ι ι ℂ) (y : ι → ι → ℂ)
    (ho : ∀ k l, braket (y k) B (y l) = if k = l then 1 else 0) (v : ι → ℂ) :
    v = ∑ k, braket (y k) B v • y k := by
  let Y : Matrix ι ι ℂ := Matrix.of fun i k => y k i
  have h1 : (Yᴴ * B) * Y = 1 := by
    ext k l
    have h : (Yᴴ * (B * Y)) k l = braket (y k) B (y l) := rfl
    rw [Matrix.mul_assoc, h, ho, Matrix.one_apply]
  -- a left inverse of a square matrix is a right inverse
  have h2 : Y * (Yᴴ * B) = 1 := mul_eq_one_comm.mp h1
  funext i
  have h3 := congrFun (congrArg (fun M => M *ᵥ v) h2) i
  simp only [← Matrix.mulVec_mulVec, Matrix.one_mulVec] at h3
  rw [← h3, Finset.sum_apply]
  exact Finset.sum_congr rfl fun k _ => mul_comm (y k i) (braket (y k) B v)
```

Now set $v = x'$, let $y_m = x$, and use the coupling formula for every $k \neq m$:

$$x' = \langle x,Sx'\rangle\,x + \sum_{k\neq m}\frac{\langle y_k,(H' - eS')x\rangle}{e - f_k}\,y_k.$$

The `calc` block does this in the same order: expand, split off the term $m$, and replace the other coefficients. The eigenbasis is a hypothesis here. The other energies must differ from $e$ but may coincide among themselves.

```lean
/-- Sum over states: let `H`, `S` be Hermitian at `t₀` and `y k` an `S`-orthonormal
eigenbasis there with real energies `f k`, containing `x` as `y m`, all other energies
different from `e`. Then `x'` is its component along `x` plus the coupled other states. -/
theorem sum_over_states [DecidableEq ι] (b : EigenBranch H S H' S' x x' e e' t₀)
    (hH : (H t₀).IsHermitian) (hS : (S t₀).IsHermitian) (y : ι → ι → ℂ) (f : ι → ℝ)
    (hy : ∀ k, H t₀ *ᵥ y k = (f k : ℂ) • (S t₀ *ᵥ y k))
    (ho : ∀ k l, braket (y k) (S t₀) (y l) = if k = l then 1 else 0)
    (m : ι) (hm : y m = x t₀) (hf : ∀ k, k ≠ m → f k ≠ e t₀) :
    x' = braket (x t₀) (S t₀) x' • x t₀ + ∑ k ∈ Finset.univ.erase m,
      (braket (y k) (H' - (e t₀ : ℂ) • S') (x t₀) / ((e t₀ : ℂ) - f k)) • y k := by
  calc x' = ∑ k, braket (y k) (S t₀) x' • y k := overlap_completeness (S t₀) y ho x'
    _ = braket (y m) (S t₀) x' • y m +
        ∑ k ∈ Finset.univ.erase m, braket (y k) (S t₀) x' • y k :=
      (Finset.add_sum_erase Finset.univ (fun k => braket (y k) (S t₀) x' • y k)
        (Finset.mem_univ m)).symm
    _ = _ := by
      rw [hm]
      congr 1
      exact Finset.sum_congr rfl fun k hk => by
        rw [response_coupling b hH hS (hy k) (hf k (Finset.ne_of_mem_erase hk))]
```

Q: Give me numbers, with a case where only the overlap moves.

A: Take two levels with a constant Hamiltonian matrix,

```lean
/-- A constant two-level Hamiltonian matrix. -/
def modelH : Matrix (Fin 2) (Fin 2) ℂ := !![0, 0; 0, 1]
```

and an overlap matrix that depends on $t$. Its determinant is $1$ and its trace is positive, so it is positive definite for every $t$.

```lean
/-- An overlap matrix that changes with the parameter `t`. -/
def modelS (t : ℝ) : Matrix (Fin 2) (Fin 2) ℂ := !![1, (t : ℂ); (t : ℂ), 1 + (t : ℂ) ^ 2]
```

For $x(t) = (-t, 1)$ we get $Sx = (0,1) = Hx$, so $e = 1$ for all $t$, and $\langle x,Sx\rangle = 1$. The other state at $t = 0$ is $y = (1,0)$ with $f = 0$. There $x = (0,1)$ and $x' = (-1,0)$, and $S = 1$, so the left side is $\langle y,Sx'\rangle = -1$.

On the right, $H' = 0$ and $S'$ exchanges the two components, so $(H' - eS')x = -(1,0)$. The quotient is $-1/(1-0) = -1$, as it should be. Leaving out $S'$ would give $0$.

The last theorem confirms that this model satisfies the branch, Hermiticity and eigenvalue conditions, and that the left side is $-1$. Its proof checks the entries one at a time.

```lean
/-- For the constant `modelH` and the moving `modelS`, `(-t, 1)` is an `EigenBranch` of energy 1 at
`t = 0`. There both matrices are Hermitian, `y = (1, 0)` solves the eigenvalue equation with energy
0, and `⟨y, S x'⟩ = -1` for `x' = (-1, 0)`. -/
theorem response_coupling_witness :
    EigenBranch (fun _ => modelH) modelS 0 !![0, 1; 1, 0]
      (fun t => ![-(t : ℂ), 1]) ![-1, 0] (fun _ => 1) 0 0 ∧
    modelH.IsHermitian ∧ (modelS 0).IsHermitian ∧
    modelH *ᵥ ![1, 0] = ((0 : ℝ) : ℂ) • (modelS 0 *ᵥ ![1, 0]) ∧
    braket ![1, 0] (modelS 0) ![-1, 0] = -1 := by
  have ht : HasDerivAt (fun t : ℝ => (t : ℂ)) 1 0 := by
    simpa using (hasDerivAt_id' (0 : ℝ)).ofReal_comp
  have h2 : HasDerivAt (fun t : ℝ => 1 + (t : ℂ) ^ 2) 0 0 := by
    simpa using (ht.fun_pow 2).const_add 1
  refine ⟨⟨fun i j => hasDerivAt_const (0 : ℝ) (modelH i j), ?_, ?_,
    hasDerivAt_const _ _, Eventually.of_forall fun t => ?_⟩, ?_, ?_, ?_, ?_⟩
  · intro i j
    fin_cases i <;> fin_cases j
    · exact hasDerivAt_const (0 : ℝ) (1 : ℂ)
    · exact ht
    · exact ht
    · exact h2
  · intro i
    fin_cases i
    · exact ht.fun_neg
    · exact hasDerivAt_const (0 : ℝ) (1 : ℂ)
  · ext i
    fin_cases i <;>
      simp [modelH, modelS, Matrix.mulVec, dotProduct, Fin.sum_univ_succ]
    ring
  · refine Matrix.IsHermitian.ext fun i j => ?_
    fin_cases i <;> fin_cases j <;> simp [modelH]
  · refine Matrix.IsHermitian.ext fun i j => ?_
    fin_cases i <;> fin_cases j <;> simp [modelS]
  · ext i
    fin_cases i <;> simp [modelH, Matrix.mulVec, dotProduct, Fin.sum_univ_succ]
  · simp [braket, modelS, Matrix.mulVec, dotProduct, Fin.sum_univ_succ]

end GeneralizedLinearResponse
```

```lean
#print axioms GeneralizedLinearResponse.energy_derivative
-- 'GeneralizedLinearResponse.energy_derivative' depends on axioms: [propext, Classical.choice, Quot.sound]
#print axioms GeneralizedLinearResponse.parallel_response
-- 'GeneralizedLinearResponse.parallel_response' depends on axioms: [propext, Classical.choice, Quot.sound]
#print axioms GeneralizedLinearResponse.sum_over_states
-- 'GeneralizedLinearResponse.sum_over_states' depends on axioms: [propext, Classical.choice, Quot.sound]
```
